# In equilibrium on a one-dimensional standard normal target, Gaussian steps of width s > 0 have mean Metropolis acceptance (2/π) arctan(2/s)

Before a variational Monte Carlo run collects data, the step width is usually adjusted until the fraction of accepted moves looks reasonable. For one coordinate with a standard normal target, that adjustment has a closed form. Let \(x\) and \(z\) be independent standard normal variables and propose \(y=x+sz\) with \(s>0\). Then

\[
A(s)=\mathbb E\,\min\!\left(1,e^{(x^2-y^2)/2}\right)=\frac2\pi\arctan\frac2s .
\]

In code, the step draws \(z\), forms \(y\), and accepts if a uniform random number is below \(e^{(x^2-y^2)/2}\). Averaging the minimum over an equilibrated run estimates \(A(s)\).

## A standard normal target and a symmetric proposal

The target \(\varphi(x)=e^{-x^2/2}/\sqrt{2\pi}\) plays the part of \(|\psi|^2\). Because \(x\to y\) and \(y\to x\) are proposed with equal density, the acceptance needs only the ratio \(\varphi(y)/\varphi(x)\). An asymmetric proposal would add a ratio of proposal densities.

```lean
import Mathlib

open MeasureTheory ProbabilityTheory Real Set Filter
open scoped Topology

namespace MetropolisGaussianAcceptance

noncomputable section
```

In `gaussianPDFReal 0 1`, the parameters are the mean and the variance.

```lean
/-- Metropolis acceptance probability of a move from `x` to `y` for a standard normal target
and a symmetric proposal. -/
def acceptance (x y : ℝ) : ℝ :=
  min 1 (gaussianPDFReal 0 1 y / gaussianPDFReal 0 1 x)
```

By hand, the Gaussian form enters through

\[
\varphi(x)\min\!\left(1,\frac{\varphi(y)}{\varphi(x)}\right)=\min(\varphi(x),\varphi(y))=\frac{e^{-\max(x^2,y^2)/2}}{\sqrt{2\pi}} .
\]

In Lean the Gaussian form enters through `pdf_eq` and `acceptance_eq` below, and the maximum in the exponent appears in `rayRate` and `weight_on_ray`. For another target the exponent is in general not quadratic, and the integral along rays used next loses its simple form.

## An equilibrated position and an independent step

The position \(x\) is distributed according to the target, as after equilibration, and the random step does not depend on it. The product measure in the definition expresses both conditions.

```lean
/-- Mean acceptance of the move from `x` to `x + s z`, with `x` and `z` independent standard
normal variables. -/
def meanAcceptance (s : ℝ) : ℝ :=
  ∫ p : ℝ × ℝ, acceptance p.1 (p.1 + s * p.2) ∂((gaussianReal 0 1).prod (gaussianReal 0 1))
```

Both matter. For a walker started at \(x=0\), the mean acceptance of the first move is \(\mathbb E\,e^{-s^2z^2/2}=1/\sqrt{1+s^2}\), about 0.447 at \(s=2\) instead of \(1/2\). If \(z=-x\), which is still standard normal, then \(s=2\) gives \(y=-x\) and every move is accepted.

Independence gives the joint density \(\varphi(x)\varphi(z)\). For fixed \(z\neq0\), put \(x=zt\), so that \(dx=|z|\,dt\) and \(y=z(t+s)\). With \(M(t)=1+\max(t^2,(t+s)^2)\),

\[
A(s)=\frac1{2\pi}\int\!dz\int\!dt\;|z|\,e^{-M(t)z^2/2}.
\]

The function \(M\) is `rayRate`.

```lean
/-- Gaussian decay rate of the accepted weight along the ray `x = t z`. -/
def rayRate (s t : ℝ) : ℝ := 1 + max (t ^ 2) ((t + s) ^ 2)

lemma rayRate_pos (s t : ℝ) : 0 < rayRate s t := by
  have h := le_max_left (t ^ 2) ((t + s) ^ 2)
  unfold rayRate
  nlinarith [sq_nonneg t]

lemma pdf_eq (x : ℝ) : gaussianPDFReal 0 1 x = (√(2 * π))⁻¹ * Real.exp (-(x ^ 2 / 2)) := by
  simp only [gaussianPDFReal, NNReal.coe_one, mul_one, sub_zero, neg_div]

/-- The acceptance probability is `min(1, exp((x² - y²)/2))`. -/
theorem acceptance_eq (x y : ℝ) :
    acceptance x y = min 1 (Real.exp ((x ^ 2 - y ^ 2) / 2)) := by
  have h : Real.exp (-(y ^ 2 / 2))
      = Real.exp ((x ^ 2 - y ^ 2) / 2) * Real.exp (-(x ^ 2 / 2)) := by
    rw [← Real.exp_add]
    congr 1
    ring
  unfold acceptance
  congr 1
  rw [div_eq_iff (gaussianPDFReal_pos 0 1 x one_ne_zero).ne', pdf_eq, pdf_eq, h]
  ring
```

The next theorem is the pointwise identity behind the double integral, without the Jacobian \(|z|\). Its two cases are an outward move, accepted with the density ratio, and an inward move, always accepted.

```lean
/-- Along the ray `x = z t`, the joint density times the acceptance is a single Gaussian
in `z`. -/
theorem weight_on_ray (s z t : ℝ) :
    gaussianPDFReal 0 1 z * (gaussianPDFReal 0 1 (z * t) * acceptance (z * t) (z * t + s * z))
      = (2 * π)⁻¹ * Real.exp (-(rayRate s t / 2) * z ^ 2) := by
  have hc : (√(2 * π))⁻¹ * (√(2 * π))⁻¹ = (2 * π)⁻¹ := by
    rw [← mul_inv, Real.mul_self_sqrt (by positivity)]
  rw [acceptance_eq, pdf_eq, pdf_eq, rayRate]
  rcases le_total (t ^ 2) ((t + s) ^ 2) with h | h
  · -- the move goes outwards and is accepted with the density ratio
    have hm := mul_le_mul_of_nonneg_left h (sq_nonneg z)
    rw [max_eq_right h, min_eq_right (Real.exp_le_one_iff.2 (by nlinarith))]
    have he : Real.exp (-((1 + (t + s) ^ 2) / 2) * z ^ 2)
        = Real.exp (-(z ^ 2 / 2)) * (Real.exp (-((z * t) ^ 2 / 2))
          * Real.exp (((z * t) ^ 2 - (z * t + s * z) ^ 2) / 2)) := by
      rw [← Real.exp_add, ← Real.exp_add]
      congr 1
      ring
    rw [he, ← hc]
    ring
  · -- the move goes inwards and is always accepted
    have hm := mul_le_mul_of_nonneg_left h (sq_nonneg z)
    rw [max_eq_left h, min_eq_left (Real.one_le_exp (by nlinarith))]
    have he : Real.exp (-((1 + t ^ 2) / 2) * z ^ 2)
        = Real.exp (-(z ^ 2 / 2)) * Real.exp (-((z * t) ^ 2 / 2)) := by
      rw [← Real.exp_add]
      congr 1
      ring
    rw [he, ← hc]
    ring
```

The integrand is nonnegative, so the order of integration may be exchanged. For \(b>0\),

\[
\int|z|e^{-bz^2}dz=2\int_0^\infty ze^{-bz^2}dz=\frac1b ,
\]

and \(b=M(t)/2\) gives \(2/M(t)\). Hence \(A(s)=\frac1\pi\int dt/M(t)\). The proof below finds the half-line integral from the antiderivative \(-e^{-bz^2}/(2b)\). It needs \(b>0\) for the limit at infinity, which `rayRate_pos` supplies.

```lean
/-- For `b > 0`, the integral of `|z| exp(-b z²)` over the line is `1/b`. -/
theorem integral_abs_gaussian {b : ℝ} (hb : 0 < b) :
    ∫ z : ℝ, |z| * Real.exp (-b * z ^ 2) = b⁻¹ := by
  have h := integral_comp_abs (f := fun z : ℝ => z * Real.exp (-b * z ^ 2))
  simp only [sq_abs] at h
  have hd : ∀ x ∈ Ici (0 : ℝ), HasDerivAt (fun x : ℝ => -(2 * b)⁻¹ * Real.exp (-b * x ^ 2))
      (x * Real.exp (-b * x ^ 2)) x := by
    intro x _
    have hp : HasDerivAt (fun x : ℝ => x ^ 2) (2 * x) x := by simpa using hasDerivAt_pow 2 x
    refine (((hp.const_mul (-b)).exp).const_mul (-(2 * b)⁻¹)).congr_deriv ?_
    have h2 : (2 * b)⁻¹ * (2 * b) = 1 := inv_mul_cancel₀ (by positivity)
    linear_combination (x * Real.exp (-b * x ^ 2)) * h2
  have hl : Tendsto (fun x : ℝ => -(2 * b)⁻¹ * Real.exp (-b * x ^ 2)) atTop
      (𝓝 (-(2 * b)⁻¹ * 0)) :=
    (Real.tendsto_exp_atBot.comp
      ((tendsto_pow_atTop two_ne_zero).const_mul_atTop_of_neg (neg_lt_zero.2 hb))).const_mul _
  have hI : ∫ x in Ioi (0 : ℝ), x * Real.exp (-b * x ^ 2)
      = -(2 * b)⁻¹ * 0 - -(2 * b)⁻¹ * Real.exp (-b * 0 ^ 2) :=
    integral_Ioi_of_hasDerivAt_of_tendsto' hd
      (integrable_mul_exp_neg_mul_sq hb).integrableOn hl
  have e : Real.exp (-b * 0 ^ 2) = 1 := by simp
  rw [h, hI, e, mul_inv]
  ring
```

Since \(M(t)\ge1+t^2\), the remaining integral over \(t\) converges.

```lean
lemma integrable_rayRate_inv (s : ℝ) : Integrable (fun t => (rayRate s t)⁻¹) := by
  have hc : Continuous (fun t => (rayRate s t)⁻¹) :=
    Continuous.inv₀ (by unfold rayRate; fun_prop) (fun t => (rayRate_pos s t).ne')
  refine integrable_inv_one_add_sq.mono' hc.aestronglyMeasurable (ae_of_all _ fun t => ?_)
  rw [Real.norm_eq_abs, abs_of_pos (inv_pos.2 (rayRate_pos s t))]
  refine inv_anti₀ (by positivity) ?_
  unfold rayRate
  linarith [le_max_left (t ^ 2) ((t + s) ^ 2)]
```

## A positive step width

The number \(s\) is the standard deviation of the proposed displacement. By hand, its sign decides where the two branches of the maximum apply: \((t+s)^2-t^2=s(2t+s)\), so for \(s>0\) the first branch holds when \(t\le-s/2\) and the second when \(t>-s/2\). Therefore

\[
\int\frac{dt}{M(t)}=\int_{-\infty}^{-s/2}\frac{dt}{1+t^2}+\int_{s/2}^{\infty}\frac{du}{1+u^2}
=\pi-2\arctan\frac s2=2\arctan\frac2s ,
\]

where \(u=t+s\). The last equality, \(\arctan(s/2)+\arctan(2/s)=\pi/2\), uses \(s>0\) again. In the proof, `h1` and `h2` are the two halves, and `Real.arctan_inv_of_pos` is the final identity.

```lean
/-- For `s > 0`, the inverse decay rate, integrated over all rays, is `2 arctan(2/s)`. -/
theorem integral_rayRate_inv {s : ℝ} (hs : 0 < s) :
    ∫ t, (rayRate s t)⁻¹ = 2 * arctan (2 / s) := by
  have hi := integrable_rayRate_inv s
  -- the two branches of the maximum meet at `t = -s/2`
  have h1 : ∫ t in Iic (-(s / 2)), (rayRate s t)⁻¹ = arctan (-(s / 2)) + π / 2 := by
    rw [← integral_Iic_inv_one_add_sq]
    refine setIntegral_congr_fun measurableSet_Iic fun t ht => ?_
    have ht' : t ≤ -(s / 2) := ht
    simp only [rayRate]
    rw [max_eq_left (by nlinarith)]
  have h2 : ∫ t in Ioi (-(s / 2)), (rayRate s t)⁻¹ = π / 2 - arctan (-(s / 2) + s) := by
    have hc : ∫ t in Ioi (-(s / 2)), (rayRate s t)⁻¹
        = ∫ t in Ioi (-(s / 2)), (1 + (t + s) ^ 2)⁻¹ := by
      refine setIntegral_congr_fun measurableSet_Ioi fun t ht => ?_
      have ht' : -(s / 2) < t := ht
      simp only [rayRate]
      rw [max_eq_right (by nlinarith)]
    rw [hc]
    exact integral_Ioi_of_hasDerivAt_of_tendsto' (f := fun t => arctan (t + s))
      (fun x _ => (((hasDerivAt_id' x).add_const s).arctan).congr_deriv (by ring))
      (integrable_inv_one_add_sq.comp_add_right s).integrableOn
      ((Real.tendsto_arctan_atTop.mono_right nhdsWithin_le_nhds).comp
        (tendsto_atTop_add_const_right _ s tendsto_id))
  rw [← intervalIntegral.integral_Iic_add_Ioi hi.integrableOn hi.integrableOn, h1, h2,
    show -(s / 2) + s = s / 2 by ring, Real.arctan_neg, show 2 / s = (s / 2)⁻¹ by rw [inv_div],
    Real.arctan_inv_of_pos (by positivity)]
  ring
```

The Lean lemma that exchanges the integrals, `integral_integral_swap`, assumes joint integrability, which follows from the explicit \(z\)-integral and the bound on \(1/M\).

```lean
lemma integrable_ray (s : ℝ) : Integrable
    (Function.uncurry fun z t : ℝ => |z| * Real.exp (-(rayRate s t / 2) * z ^ 2))
    ((volume : Measure ℝ).prod volume) := by
  have hc : Continuous
      (Function.uncurry fun z t : ℝ => |z| * Real.exp (-(rayRate s t / 2) * z ^ 2)) := by
    unfold rayRate Function.uncurry
    fun_prop
  rw [integrable_prod_iff' hc.aestronglyMeasurable]
  constructor
  · refine ae_of_all _ fun t => ?_
    refine (integrable_mul_exp_neg_mul_sq (half_pos (rayRate_pos s t))).norm.congr
      (ae_of_all _ fun z => ?_)
    simp [Function.uncurry]
  · refine ((integrable_rayRate_inv s).const_mul 2).congr (ae_of_all _ fun t => ?_)
    simp only [Function.uncurry, norm_mul, Real.norm_eq_abs, abs_abs, Real.abs_exp]
    rw [integral_abs_gaussian (half_pos (rayRate_pos s t)), inv_div]
    ring
```

The main theorem assembles these steps. The acceptance is continuous and bounded by 1, hence integrable, so the mean can be written as an iterated integral with \(x\) inside. `Measure.integral_comp_mul_left` performs the substitution \(x=zt\), and the excluded value \(z=0\) has measure zero. Integrating over \(z\) and then \(t\) gives the result.

```lean
/-- The mean Metropolis acceptance for a standard normal target and Gaussian steps of width `s > 0`
is `(2/π) arctan(2/s)`. -/
theorem meanAcceptance_eq {s : ℝ} (hs : 0 < s) :
    meanAcceptance s = 2 / π * arctan (2 / s) := by
  have hcont : Continuous fun p : ℝ × ℝ => acceptance p.1 (p.1 + s * p.2) := by
    simp only [acceptance_eq]
    fun_prop
  have hb : ∀ x y, ‖acceptance x y‖ ≤ 1 := by
    intro x y
    rw [acceptance_eq, Real.norm_eq_abs,
      abs_of_nonneg (le_min zero_le_one (Real.exp_pos _).le)]
    exact min_le_left _ _
  have hint : Integrable (fun p : ℝ × ℝ => acceptance p.1 (p.1 + s * p.2))
      ((gaussianReal 0 1).prod (gaussianReal 0 1)) :=
    (integrable_const (1 : ℝ)).mono' hcont.aestronglyMeasurable (ae_of_all _ fun p => hb _ _)
  -- for fixed `z ≠ 0`, substitute `x = z t`
  have hz : ∀ z : ℝ, z ≠ 0 →
      gaussianPDFReal 0 1 z • ∫ x, acceptance x (x + s * z) ∂(gaussianReal 0 1)
        = (2 * π)⁻¹ * ∫ t, |z| * Real.exp (-(rayRate s t / 2) * z ^ 2) := by
    intro z hz
    have hc := Measure.integral_comp_mul_left (fun x => gaussianPDFReal 0 1 z *
      (gaussianPDFReal 0 1 x * acceptance x (x + s * z))) z
    simp only [weight_on_ray, smul_eq_mul, abs_inv] at hc
    rw [integral_gaussianReal_eq_integral_smul one_ne_zero]
    simp only [smul_eq_mul]
    rw [← integral_const_mul, integral_const_mul |z|, mul_left_comm,
      ← integral_const_mul (2 * π)⁻¹, hc, mul_inv_cancel_left₀ (abs_ne_zero.2 hz)]
  have hae : ∀ᵐ z : ℝ, z ≠ 0 := compl_mem_ae_iff.2 (measure_singleton (0 : ℝ))
  unfold meanAcceptance
  rw [integral_prod_symm _ hint, integral_gaussianReal_eq_integral_smul one_ne_zero,
    integral_congr_ae (hae.mono hz), integral_const_mul,
    integral_integral_swap (integrable_ray s)]
  -- integrate over `z` first, then over the rays
  have hr : ∀ t, ∫ z : ℝ, |z| * Real.exp (-(rayRate s t / 2) * z ^ 2)
      = 2 * (rayRate s t)⁻¹ := by
    intro t
    rw [integral_abs_gaussian (half_pos (rayRate_pos s t)), inv_div]
    ring
  simp only [hr]
  rw [integral_const_mul, integral_rayRate_inv hs, mul_inv]
  ring
```

At \(s=0\) nothing moves and the acceptance is 1, but Lean sets \(2/0=0\), so the right-hand side would be 0. For \(s<0\) the symmetry of \(z\) gives \(A(s)=A(|s|)\), while the stated formula would be negative.

For positive widths, \(2/s\) falls as \(s\) grows and the arctangent is strictly increasing, so the mean acceptance strictly decreases.

```lean
/-- The mean acceptance strictly decreases as the step width grows. -/
theorem meanAcceptance_strictAntiOn : StrictAntiOn meanAcceptance (Ioi 0) := by
  intro s hs r hr hsr
  have hs' : 0 < s := hs
  rw [meanAcceptance_eq hs, meanAcceptance_eq hr]
  have h : arctan (2 / r) < arctan (2 / s) :=
    Real.arctan_strictMono (div_lt_div_of_pos_left two_pos hs' hsr)
  exact mul_lt_mul_of_pos_left h (by positivity)
```

## A prescribed acceptance strictly between 0 and 1

The number \(a\) is the acceptance one wants. With \(0<a<1\), the angle \(\pi a/2\) lies in \((0,\pi/2)\), where tangent and arctangent are inverse to each other, and

\[
\frac2\pi\arctan\frac2s=a\iff\frac2s=\tan\frac{\pi a}2\iff s=\frac2{\tan(\pi a/2)} .
\]

In the proof, `hlo` and `hhi` place the angle in this interval, and `Real.tan_arctan` and `Real.arctan_tan` give the two directions.

```lean
/-- A prescribed mean acceptance `a` between 0 and 1 is reached exactly at the step width
`2 / tan(π a / 2)`. -/
theorem meanAcceptance_eq_iff {s a : ℝ} (hs : 0 < s) (ha : 0 < a) (ha1 : a < 1) :
    meanAcceptance s = a ↔ s = 2 / tan (π * a / 2) := by
  have hlo : 0 < π * a / 2 := by positivity
  have hhi : π * a / 2 < π / 2 := by nlinarith [Real.pi_pos]
  have hT := Real.tan_pos_of_pos_of_lt_pi_div_two hlo hhi
  rw [meanAcceptance_eq hs]
  constructor
  · intro h
    have h1 : arctan (2 / s) = π * a / 2 := by
      rw [← h]
      field_simp
    rw [← h1, Real.tan_arctan]
    field_simp
  · intro h
    have h1 : 2 / s = tan (π * a / 2) := by
      rw [h]
      field_simp
    rw [h1, Real.arctan_tan (by linarith) hhi]
    field_simp

end

end MetropolisGaussianAcceptance
```

```lean
#print axioms MetropolisGaussianAcceptance.meanAcceptance_eq
#print axioms MetropolisGaussianAcceptance.meanAcceptance_strictAntiOn
#print axioms MetropolisGaussianAcceptance.meanAcceptance_eq_iff
```

```
'MetropolisGaussianAcceptance.meanAcceptance_eq' depends on axioms: [propext, Classical.choice, Quot.sound]
'MetropolisGaussianAcceptance.meanAcceptance_strictAntiOn' depends on axioms: [propext, Classical.choice, Quot.sound]
'MetropolisGaussianAcceptance.meanAcceptance_eq_iff' depends on axioms: [propext, Classical.choice, Quot.sound]
```

Without the bounds the equivalence can fail: \(a=5/2\) gives \(\tan(5\pi/4)=1\) and so \(s=2\), whose mean acceptance is \(1/2\). The values 0 and 1 are approached only as \(s\to\infty\) and \(s\to0^+\). The theorem says which width produces a given acceptance, and leaves open which acceptance samples most efficiently.

## The step width for a harmonic oscillator

For acceptance \(1/2\), \(\tan(\pi/4)=1\) and \(s=2\). For acceptance \(1/3\), \(\tan(\pi/6)=1/\sqrt3\) and \(s=2\sqrt3\approx3.46\).

A normal target of standard deviation \(\sigma\) reduces to the unit case by rescaling, a change of variables made here by hand: a step of width \(\delta\) has \(s=\delta/\sigma\). For one particle in one dimension with trial function \(e^{-\alpha x^2}\), \(\alpha>0\), the density \(|\psi|^2\propto e^{-2\alpha x^2}\) has \(\sigma=1/(2\sqrt\alpha)\). With \(\alpha=1/2\), the oscillator ground state in units with \(\hbar=m=\omega=1\), half the moves are accepted on average at \(\delta=2\sigma=\sqrt2\approx1.41\). This gives a sampling code a known value to reproduce in this one-coordinate Gaussian case.
